# The characteristic polynomial of the one-qubit operator a + bZ + cX

The theorem `qubitOp_charpoly` concerns the operator a + bZ + cX on a single qubit, where Z and X are Pauli matrices and a stands for a times the identity. It states that the characteristic polynomial of this 2 × 2 matrix is (x − a)² − (b² + c²). The coefficients are arbitrary complex numbers, so the operator need not be Hermitian. The attempt computes the trace and the determinant, puts them into the general formula for a 2 × 2 characteristic polynomial, and finishes with algebra.

This version doesn't compile in Lean 4 with Mathlib:

```lean
import Mathlib

open Matrix
open Polynomial (X C)
open scoped Kronecker

namespace QubitOpCharpoly

noncomputable section

/-- The Pauli matrix X. -/
def pauliX : Matrix (Fin 2) (Fin 2) ℂ := !![0, 1; 1, 0]

/-- The Pauli matrix Z. -/
def pauliZ : Matrix (Fin 2) (Fin 2) ℂ := !![1, 0; 0, -1]

/-- The one-qubit operator a + b Z + c X. -/
def qubitOp (a b c : ℂ) : Matrix (Fin 2) (Fin 2) ℂ :=
  a • (1 : Matrix (Fin 2) (Fin 2) ℂ) + b • pauliZ + c • pauliX

/-- The one-qubit operator a + b Z + c X has characteristic polynomial
(x - a)^2 - (b^2 + c^2). -/
theorem qubitOp_charpoly (a b c : ℂ) :
    (qubitOp a b c).charpoly = (X - C a) ^ 2 - C (b ^ 2 + c ^ 2) := by
  have ht : (qubitOp a b c).trace = a + a := by
    simp [qubitOp, pauliX, pauliZ, trace_fin_two]
  have hd : (qubitOp a b c).det = a ^ 2 - b ^ 2 - c ^ 2 := by
    simp [qubitOp, pauliX, pauliZ, det_fin_two]
    ring
  rw [charpoly_fin_two, ht, hd]
  simp only [map_add, map_sub, map_pow]
  ring

end

end QubitOpCharpoly
```

The compiler's answer:

```
Main.lean:25:45: error: unsolved goals
a b c : ℂ
⊢ a * 2 = a + a
```

Cause. The one error is in the auxiliary fact `ht`, which says that the trace is `a + a`. "Unsolved goals" means that the proof of `ht` ended with something still to prove, here `a * 2 = a + a`. The `simp` call had reduced the trace equation to this identity but did not close it. The equation is true, but its two sides are written differently, and `simp` did not bring them to a common form. The messages do not show which simplification step produced `a * 2`.

The repair adds `ring` after `simp`. This tactic proves identities that follow from the laws of commutative rings, and `a * 2 = a + a` is one of them, so `ht` is now proved. Nothing else in the file changes.

After these edits no error is left:

```diff
@@ -25,4 +25,5 @@
   have ht : (qubitOp a b c).trace = a + a := by
     simp [qubitOp, pauliX, pauliZ, trace_fin_two]
+    ring
   have hd : (qubitOp a b c).det = a ^ 2 - b ^ 2 - c ^ 2 := by
     simp [qubitOp, pauliX, pauliZ, det_fin_two]
```
